# Momentum-distribution tails of exponentially damped pair functions: $k^{-4}$ from a contact singularity, $k^{-8}$ from a cusp

## A sine integral as the Fourier transform

The Fourier transform of a radial function is defined here by an integral over distance, with the angles already integrated out. For a function $f(r)$ of the distance $r$ and a wave number $k\neq0$, the usual reduction, with $\mu$ the cosine of the polar angle, is

$$
\int f(r)\,e^{-i\mathbf k\cdot\mathbf r}\,d^3r
=2\pi\int_0^\infty r^2 f(r)\int_{-1}^{1}e^{-ikr\mu}\,d\mu\,dr
=\frac{4\pi}{k}\int_0^\infty r f(r)\sin(kr)\,dr .
$$

The last expression is the definition `radialFourier`; the two steps before it belong to the physics and not to the Lean proof.

Another model would use Mathlib's Fourier transform on three-dimensional Euclidean space. The angular integration would then need a proof, and $k=0$ would be included. Mathlib's phase is $e^{-2\pi i\,\mathbf x\cdot\boldsymbol\xi}$, so $k=2\pi|\boldsymbol\xi|$, and the tail constants would change if written in powers of $|\boldsymbol\xi|$.

## Two kinds of short-distance behaviour

Take a decay rate $a>0$, real amplitudes $A,B,C$, and the pair function

$$
f(r)=\Big(\frac Ar+B+Cr\Big)e^{-ar}.
$$

The amplitude $A$ stands for the $1/r$ behaviour that a zero-range interaction imposes on two particles as they meet. If $A=0$, the function is finite at coalescence and has slope $f'(0)=C-aB$ there. A nonzero slope is a cusp, such as the Coulomb interaction produces. Both numbers are free parameters here; no Schrödinger equation fixes them.

If $f$ is the relative wave function of two particles, or a hydrogen-like 1s orbital with $r$ the distance to the nucleus, the squared transform is, up to normalisation, the probability density of the momentum $\hbar\mathbf k$. The powers in the title are those of this squared transform; the transform itself falls off with half the exponent. Within this explicit family, short-distance structure sets the tail.

## The transform in closed form

Write $F(k)$ for the transform of $f$, and set $p(r)=A+Br+Cr^2$, $s=a-ik$ and $D=a^2+k^2$. Since $rf(r)=p(r)e^{-ar}$, the sine integral is the imaginary part of $\int_0^\infty p\,e^{-sr}dr$. Differentiation confirms the antiderivative

$$
-\Big(\frac{p}{s}+\frac{p'}{s^2}+\frac{p''}{s^3}\Big)e^{-sr},
$$

which vanishes at infinity because $a>0$. At $r=0$ we have $p=A$, $p'=B$, $p''=2C$, so

$$
\int_0^\infty p\,e^{-sr}dr=\frac As+\frac B{s^2}+\frac{2C}{s^3}.
$$

With $1/s=(a+ik)/D$, the imaginary parts of $1/s$, $1/s^2$ and $1/s^3$ are $k/D$, $2ak/D^2$ and $k(3a^2-k^2)/D^3$. Multiplying by $4\pi/k$ gives

$$
F(k)=\frac{4\pi A}{D}+\frac{8\pi aB}{D^2}+\frac{8\pi C(3a^2-k^2)}{D^3}.
$$

For $f=e^{-ar}$ this is $8\pi a/D^2$; for the Yukawa profile $f=e^{-ar}/r$ it is $4\pi/D$.

## The two tails

Let $v=1/D$, which tends to $0$ as $k\to\infty$. Then $k^2v=1-a^2v$ and $3a^2-k^2=4a^2-D$, hence

$$
k^2F=(1-a^2v)\big[4\pi A+8\pi aBv+8\pi C(4a^2v-1)v\big]\to4\pi A .
$$

Squaring gives $k^4F^2\to(4\pi A)^2$. If $A=0$, one more factor $k^2$ can be absorbed:

$$
k^4F=(1-a^2v)^2\big[8\pi aB+8\pi C(4a^2v-1)\big]\to8\pi(aB-C)=-8\pi f'(0),
$$

so $k^8F^2\to(8\pi f'(0))^2$. If $A\neq0$, then $k^8F^2=k^4\cdot k^4F^2$ diverges.

The two basic profiles therefore have positive limits: $(8\pi a)^2$ for $k^8F^2$ with $e^{-ar}$, and $(4\pi)^2$ for $k^4F^2$ with $e^{-ar}/r$. In the general family a limit is zero when its amplitude $A$ or slope $C-aB$ vanishes.

## What the Lean theorems say

`regularPart a B C` is the function $(B+Cr)e^{-ar}$, and `pairFunction a A B C` adds the contact term. All parameters are real, and `ha` states $a>0$.

`radialFourier_pairFunction` is the closed form for every real $k\neq0$, and `radialFourier_yukawa` is its purely contact case. The hypothesis `hk` is needed because Lean sets division by zero to zero, so `radialFourier` at $k=0$ is zero, while the spatial integral of $f$ is in general not zero.

`contact_tail`, `cusp_tail` and `contact_excludes_cusp_tail` are the three limits, with `atTop` meaning $k\to+\infty$. In `cusp_tail` the constant contains `deriv (regularPart a B C) 0`, the derivative of the formula extended to negative $r$, which agrees with the slope from the right.

The theorems cover this family only. They give neither tails for general functions with the same short-distance behaviour nor relations for an interacting many-body system.

## The complete file

```lean
import Mathlib

open Filter MeasureTheory Set Asymptotics
open scoped Real Topology

namespace MomentumTails

noncomputable section

/-- The three-dimensional Fourier transform of a radial function `f` at wave number `k ≠ 0`,
written as a sine integral over the distance `r > 0`. -/
def radialFourier (f : ℝ → ℝ) (k : ℝ) : ℝ :=
  4 * π / k * ∫ r in Ioi (0 : ℝ), r * f r * Real.sin (k * r)

/-- A pair function that is finite at coalescence: `(B + C r) exp(-a r)`. -/
def regularPart (a B C r : ℝ) : ℝ := (B + C * r) * Real.exp (-a * r)

/-- A pair function with a contact singularity of amplitude `A` added to the regular part,
for distances `r ≠ 0`. -/
def pairFunction (a A B C r : ℝ) : ℝ :=
  A / r * Real.exp (-a * r) + regularPart a B C r

/-- A quadratic polynomial times a decaying exponential times a bounded oscillation
vanishes at large distance. -/
theorem tendsto_damped {a : ℝ} (ha : 0 < a) (x y z : ℝ) {u : ℝ → ℝ}
    (hu : ∀ r, |u r| ≤ 1) :
    Tendsto (fun r => (x + y * r + z * r ^ 2) * Real.exp (-a * r) * u r) atTop (𝓝 0) := by
  have mono : ∀ n : ℕ, Tendsto (fun r : ℝ => r ^ n * Real.exp (-a * r)) atTop (𝓝 0) := by
    intro n
    have h := ((Real.tendsto_pow_mul_exp_neg_atTop_nhds_zero n).comp
      (tendsto_id.const_mul_atTop ha)).const_mul ((a ^ n)⁻¹)
    rw [mul_zero] at h
    refine h.congr fun r => ?_
    have hn : a ^ n ≠ 0 := by positivity
    simp only [Function.comp_apply, id_eq, mul_pow, neg_mul]
    rw [← mul_assoc, ← mul_assoc, inv_mul_cancel₀ hn, one_mul]
  have hp : Tendsto (fun r => (x + y * r + z * r ^ 2) * Real.exp (-a * r)) atTop (𝓝 0) := by
    have h := (((mono 0).const_mul x).add ((mono 1).const_mul y)).add ((mono 2).const_mul z)
    simp only [mul_zero, add_zero] at h
    refine h.congr fun r => ?_
    ring
  have hn := hp.norm
  rw [norm_zero] at hn
  refine squeeze_zero_norm (fun r => ?_) hn
  rw [norm_mul]
  exact mul_le_of_le_one_right (norm_nonneg _) (hu r)

/-- The sine integral of a quadratic polynomial damped by `exp(-a r)`, in closed form. -/
theorem damped_sine_integral {a : ℝ} (ha : 0 < a) (k A B C : ℝ) :
    ∫ r in Ioi (0 : ℝ), (A + B * r + C * r ^ 2) * Real.exp (-a * r) * Real.sin (k * r) =
      k * (A / (a ^ 2 + k ^ 2) + 2 * a * B / (a ^ 2 + k ^ 2) ^ 2
        + 2 * C * (3 * a ^ 2 - k ^ 2) / (a ^ 2 + k ^ 2) ^ 3) := by
  have hD : a ^ 2 + k ^ 2 ≠ 0 := by positivity
  have hs : ∀ r, |Real.sin (k * r)| ≤ 1 := fun r => Real.abs_sin_le_one _
  have hc : ∀ r, |Real.cos (k * r)| ≤ 1 := fun r => Real.abs_cos_le_one _
  -- half of the exponential absorbs the polynomial, the other half is integrable
  have hint : IntegrableOn (fun r => (A + B * r + C * r ^ 2) * Real.exp (-a * r)
      * Real.sin (k * r)) (Ioi 0) := by
    refine integrable_of_isBigO_exp_neg (half_pos ha) (by fun_prop) ?_
    have h := ((tendsto_damped (half_pos ha) A B C hs).isBigO_one ℝ).mul
      (isBigO_refl (fun r : ℝ => Real.exp (-(a / 2) * r)) atTop)
    refine h.congr (fun r => ?_) (fun r => one_mul _)
    have he : Real.exp (-a * r) = Real.exp (-(a / 2) * r) * Real.exp (-(a / 2) * r) := by
      rw [← Real.exp_add]
      congr 1
      ring
    rw [he]
    ring
  -- coefficients of the antiderivative
  obtain ⟨p0, p1, p2, q0, q1, q2, h1, h2, h3, h4, h5, h6, hq⟩ :
      ∃ p0 p1 p2 q0 q1 q2 : ℝ, p1 - a * p0 - k * q0 = A ∧ 2 * p2 - a * p1 - k * q1 = B ∧
        -a * p2 - k * q2 = C ∧ q1 - a * q0 + k * p0 = 0 ∧ 2 * q2 - a * q1 + k * p1 = 0 ∧
        -a * q2 + k * p2 = 0 ∧
        -q0 = k * (A / (a ^ 2 + k ^ 2) + 2 * a * B / (a ^ 2 + k ^ 2) ^ 2
          + 2 * C * (3 * a ^ 2 - k ^ 2) / (a ^ 2 + k ^ 2) ^ 3) := by
    refine ⟨-(A * a / (a ^ 2 + k ^ 2) + B * (a ^ 2 - k ^ 2) / (a ^ 2 + k ^ 2) ^ 2
        + 2 * C * (a ^ 3 - 3 * a * k ^ 2) / (a ^ 2 + k ^ 2) ^ 3),
      -(B * a / (a ^ 2 + k ^ 2) + 2 * C * (a ^ 2 - k ^ 2) / (a ^ 2 + k ^ 2) ^ 2),
      -(C * a / (a ^ 2 + k ^ 2)),
      -(k * (A / (a ^ 2 + k ^ 2) + 2 * a * B / (a ^ 2 + k ^ 2) ^ 2
        + 2 * C * (3 * a ^ 2 - k ^ 2) / (a ^ 2 + k ^ 2) ^ 3)),
      -(B * k / (a ^ 2 + k ^ 2) + 4 * C * a * k / (a ^ 2 + k ^ 2) ^ 2),
      -(C * k / (a ^ 2 + k ^ 2)), ?_, ?_, ?_, ?_, ?_, ?_, neg_neg _⟩ <;>
    field_simp <;> ring
  have hd : ∀ r : ℝ, HasDerivAt (fun r => (p0 + p1 * r + p2 * r ^ 2) * Real.exp (-a * r)
      * Real.sin (k * r) + (q0 + q1 * r + q2 * r ^ 2) * Real.exp (-a * r) * Real.cos (k * r))
      ((A + B * r + C * r ^ 2) * Real.exp (-a * r) * Real.sin (k * r)) r := by
    intro r
    have hP : ∀ x y z : ℝ,
        HasDerivAt (fun r : ℝ => x + y * r + z * r ^ 2) (y + 2 * z * r) r := by
      intro x y z
      have h := (((hasDerivAt_id' r).const_mul y).const_add x).fun_add
        ((hasDerivAt_pow 2 r).const_mul z)
      exact h.congr_deriv (by norm_num; ring)
    have hE := ((hasDerivAt_id' r).const_mul (-a)).exp
    have hS := ((hasDerivAt_id' r).const_mul k).sin
    have hC := ((hasDerivAt_id' r).const_mul k).cos
    refine ((((hP p0 p1 p2).fun_mul hE).fun_mul hS).fun_add
      (((hP q0 q1 q2).fun_mul hE).fun_mul hC)).congr_deriv ?_
    linear_combination Real.exp (-a * r) * Real.sin (k * r) * (h1 + r * h2 + r ^ 2 * h3)
      + Real.exp (-a * r) * Real.cos (k * r) * (h4 + r * h5 + r ^ 2 * h6)
  have ht := (tendsto_damped ha p0 p1 p2 hs).add (tendsto_damped ha q0 q1 q2 hc)
  have h := integral_Ioi_of_hasDerivAt_of_tendsto' (fun r _ => hd r) hint ht
  rw [h, ← hq]
  simp

/-- The radial Fourier transform of a pair function with contact amplitude `A` and regular
part `(B + C r) exp(-a r)`. -/
theorem radialFourier_pairFunction {a k : ℝ} (ha : 0 < a) (hk : k ≠ 0) (A B C : ℝ) :
    radialFourier (pairFunction a A B C) k =
      4 * π * A / (a ^ 2 + k ^ 2) + 8 * π * a * B / (a ^ 2 + k ^ 2) ^ 2
        + 8 * π * C * (3 * a ^ 2 - k ^ 2) / (a ^ 2 + k ^ 2) ^ 3 := by
  have h : ∫ r in Ioi (0 : ℝ), r * pairFunction a A B C r * Real.sin (k * r) =
      ∫ r in Ioi (0 : ℝ),
        (A + B * r + C * r ^ 2) * Real.exp (-a * r) * Real.sin (k * r) := by
    refine setIntegral_congr_fun measurableSet_Ioi (fun r hr => ?_)
    have hr0 : r ≠ 0 := ne_of_gt hr
    have hA : r * (A / r) = A := by field_simp
    simp only [pairFunction, regularPart]
    linear_combination Real.exp (-a * r) * Real.sin (k * r) * hA
  rw [radialFourier, h, damped_sine_integral ha, ← mul_assoc, div_mul_cancel₀ _ hk]
  ring

/-- The Yukawa profile `exp(-a r)/r` has the Lorentzian transform `4π/(a² + k²)`. -/
theorem radialFourier_yukawa {a k : ℝ} (ha : 0 < a) (hk : k ≠ 0) :
    radialFourier (fun r => Real.exp (-a * r) / r) k = 4 * π / (a ^ 2 + k ^ 2) := by
  have h : (fun r => Real.exp (-a * r) / r) = pairFunction a 1 0 0 := by
    funext r
    simp only [pairFunction, regularPart]
    ring
  rw [h, radialFourier_pairFunction ha hk]
  ring

/-- The inverse Lorentzian denominator vanishes at large wave number. -/
theorem tendsto_inv_denominator (a : ℝ) :
    Tendsto (fun k : ℝ => (a ^ 2 + k ^ 2)⁻¹) atTop (𝓝 0) :=
  tendsto_inv_atTop_zero.comp
    (tendsto_atTop_add_const_left atTop (a ^ 2) (tendsto_pow_atTop two_ne_zero))

/-- Contact tail: `k⁴` times the squared transform tends to `(4πA)²`, whatever the
regular part. -/
theorem contact_tail {a : ℝ} (ha : 0 < a) (A B C : ℝ) :
    Tendsto (fun k => k ^ 4 * radialFourier (pairFunction a A B C) k ^ 2) atTop
      (𝓝 ((4 * π * A) ^ 2)) := by
  -- the scaled square is a polynomial in v = 1/(a² + k²)
  have hc : Continuous (fun v : ℝ => ((1 - a ^ 2 * v) * (4 * π * A + 8 * π * a * B * v
      + 8 * π * C * (4 * a ^ 2 * v - 1) * v)) ^ 2) := by fun_prop
  have h := (hc.tendsto' 0 ((4 * π * A) ^ 2) (by simp)).comp (tendsto_inv_denominator a)
  refine h.congr' ?_
  filter_upwards [eventually_gt_atTop 0] with k hk
  have hD : a ^ 2 + k ^ 2 ≠ 0 := by positivity
  rw [radialFourier_pairFunction ha hk.ne']
  simp only [Function.comp_apply]
  field_simp
  ring

/-- The slope of the regular part at coalescence is `C - a B`. -/
theorem hasDerivAt_regularPart (a B C : ℝ) :
    HasDerivAt (regularPart a B C) (C - a * B) 0 := by
  have h := (((hasDerivAt_id' (0 : ℝ)).const_mul C).const_add B).fun_mul
    (((hasDerivAt_id' (0 : ℝ)).const_mul (-a)).exp)
  exact h.congr_deriv (by simp; ring)

/-- Cusp tail: without a contact singularity, `k⁸` times the squared transform tends to
`(8π)²` times the squared slope of the pair function at coalescence. -/
theorem cusp_tail {a : ℝ} (ha : 0 < a) (B C : ℝ) :
    Tendsto (fun k => k ^ 8 * radialFourier (regularPart a B C) k ^ 2) atTop
      (𝓝 ((8 * π * deriv (regularPart a B C) 0) ^ 2)) := by
  rw [(hasDerivAt_regularPart a B C).deriv]
  have hp : regularPart a B C = pairFunction a 0 B C := by
    funext r
    simp [pairFunction]
  have hc : Continuous (fun v : ℝ => ((1 - a ^ 2 * v) ^ 2 * (8 * π * a * B
      + 8 * π * C * (4 * a ^ 2 * v - 1))) ^ 2) := by fun_prop
  have h := (hc.tendsto' 0 ((8 * π * (C - a * B)) ^ 2) (by ring)).comp
    (tendsto_inv_denominator a)
  refine h.congr' ?_
  filter_upwards [eventually_gt_atTop 0] with k hk
  have hD : a ^ 2 + k ^ 2 ≠ 0 := by positivity
  rw [hp, radialFourier_pairFunction ha hk.ne']
  simp only [Function.comp_apply]
  field_simp
  ring

/-- With a nonzero contact amplitude, `k⁸` times the squared transform grows without bound. -/
theorem contact_excludes_cusp_tail {a A : ℝ} (ha : 0 < a) (hA : A ≠ 0) (B C : ℝ) :
    Tendsto (fun k => k ^ 8 * radialFourier (pairFunction a A B C) k ^ 2) atTop atTop := by
  have hpos : 0 < (4 * π * A) ^ 2 := by positivity
  have h4 : Tendsto (fun k : ℝ => k ^ 4) atTop atTop := tendsto_pow_atTop four_ne_zero
  refine (h4.atTop_mul_pos hpos (contact_tail ha A B C)).congr fun k => ?_
  ring

end

end MomentumTails
```

```lean
#print axioms MomentumTails.radialFourier_yukawa
#print axioms MomentumTails.cusp_tail
#print axioms MomentumTails.contact_excludes_cusp_tail
```

```
'MomentumTails.radialFourier_yukawa' depends on axioms: [propext, Classical.choice, Quot.sound]
'MomentumTails.cusp_tail' depends on axioms: [propext, Classical.choice, Quot.sound]
'MomentumTails.contact_excludes_cusp_tail' depends on axioms: [propext, Classical.choice, Quot.sound]
```

## How the proof follows the derivation

`tendsto_damped` supplies the vanishing at infinity. It proves $r^ne^{-ar}\to0$, combines the powers $n=0,1,2$, and squeezes the product with a bounded oscillation.

`damped_sine_integral` works with real functions. Its antiderivative is

$$
e^{-ar}\big[(p_0+p_1r+p_2r^2)\sin kr+(q_0+q_1r+q_2r^2)\cos kr\big],
$$

the imaginary part of the complex one above. Matching powers of $r$ in front of sine and cosine gives the six linear relations `h1` to `h6`, which `field_simp` and `ring` check for the explicit coefficients. `linear_combination` then assembles them into the derivative statement `hd`. Integrability, `hint`, comes from splitting the exponential into two halves: one controls the polynomial, the other is integrable. The fundamental theorem of calculus on the half-line leaves $-q_0$, which `hq` identifies with the closed form.

`radialFourier_pairFunction` cancels $r\cdot A/r$ inside the integral and then the factor $k$ outside it.

In both tail theorems, `hc` is the continuity of the squared polynomial in $v$, and `tendsto_inv_denominator` gives $v\to0$. The polynomial equals the scaled square for all $k>0$, which suffices for the limit. In `cusp_tail`, `hasDerivAt_regularPart` first replaces the derivative in the statement by $C-aB$. `contact_excludes_cusp_tail` multiplies the positive limit from `contact_tail` by $k^4\to\infty$.
